# The terms of l² are those with L ≤ 2l, S ≤ 1 and L + S even

A two-electron state is represented here by its amplitudes in the product basis, and a term, with total orbital angular momentum $L$ and total spin $S$, by its state of highest projection, $M_L=L$ and $M_S=S$. Each index counts lowering steps from the top: for an angular momentum $n/2$, index $i$ means projection $m=n/2-i$, with $\hbar=1$. An orbital angular momentum $l$ has $n=2l$, and a spin has $n=1$, with index 0 for up and 1 for down.

The result tells which $LS$ terms a configuration $l^2$, two electrons in the same subshell, supplies to an atomic structure calculation. Both electrons share one radial function, so the radial factor of the state is symmetric under exchange and is left out here. The model has no Hamiltonian and therefore says nothing about the energies of the terms or their mixing by spin-orbit coupling.

## A recursion with mirror symmetry

```lean
import Mathlib

namespace TwoElectronTerms

noncomputable section
```

The file loads Mathlib and collects its own names under `TwoElectronTerms`.

```lean
/-- The product `r 1 * r 2 * ... * r m` of the first `m` ladder coefficients. -/
def ladderProd {K : Type*} [Field K] (r : ℕ → K) (m : ℕ) : K :=
  ∏ j ∈ Finset.range m, r (j + 1)
```

This is $P_m=r_1r_2\cdots r_m$, with $P_0=1$. Lean's `Finset.range m` runs from 0 to $m-1$, hence the shift in `r (j + 1)`. The letter `K` stands for any field, so real and complex numbers are both covered.

```lean
/-- A product of ladder coefficients is nonzero if its factors are nonzero. -/
theorem ladderProd_ne_zero {K : Type*} [Field K] {r : ℕ → K} {k m : ℕ}
    (hr : ∀ i, 1 ≤ i → i ≤ k → r i ≠ 0) (hm : m ≤ k) : ladderProd r m ≠ 0 := by
  unfold ladderProd
  refine Finset.prod_ne_zero_iff.mpr fun j hj => hr _ (by omega) ?_
  have := Finset.mem_range.mp hj
  omega
```

Hypotheses stand before the last colon of a statement, and the claim stands after it. Here `hr` says that $r_1,\dots,r_k$ are nonzero, and the claim is $P_m\neq0$ for $m\le k$, because a product of nonzero factors is nonzero.

```lean
/-- The highest-weight recursion relates each coefficient `a i` with `i ≤ k` to `a 0`, both
multiplied by products of ladder coefficients. -/
theorem recursion_closed_form {K : Type*} [Field K] {r a : ℕ → K} {k : ℕ}
    (h : ∀ i, i < k → a (i + 1) * r (i + 1) + a i * r (k - i) = 0)
    (i m : ℕ) (him : i + m = k) :
    a i * ladderProd r i * ladderProd r m = (-1) ^ i * a 0 * ladderProd r k := by
  have ps : ∀ m, ladderProd r (m + 1) = ladderProd r m * r (m + 1) :=
    fun m => Finset.prod_range_succ _ _
  induction i generalizing m with
  | zero =>
    obtain rfl : m = k := by omega
    simp [ladderProd]
  | succ i ih =>
    have e := ih (m + 1) (by omega)
    have s := h i (by omega)
    rw [show k - i = m + 1 by omega] at s
    rw [ps] at e ⊢
    linear_combination ladderProd r i * ladderProd r m * s - e
```

The hypothesis `h` is the recursion
$$a_{i+1}r_{i+1}+a_ir_{k-i}=0,\qquad 0\le i<k.$$
The claim, for $i+m=k$, is
$$a_iP_iP_m=(-1)^ia_0P_k.$$

By hand, use induction on $i$. For $i=0$ we have $m=k$, and both sides are $a_0P_k$. For the step, let $i+1+m=k$, so that $k-i=m+1$. Multiplying the recursion by $P_iP_m$ gives
$$a_{i+1}P_{i+1}P_m=-a_iP_iP_{m+1}=-(-1)^ia_0P_k=(-1)^{i+1}a_0P_k.$$
The middle equality is the induction hypothesis with $m+1$ in place of $m$. This is why the Lean induction says `generalizing m`: the hypothesis must be available for every $m$.

The last line of the proof uses `linear_combination`, the tactic that carries most of the algebra in this file. The user names the multiples of known equations that add up to the goal. Lean forms that combination, subtracts it from the goal and checks with `ring` that the difference vanishes identically. Here `s` is the recursion and `e` the induction hypothesis, and `ladderProd r i * ladderProd r m * s - e` says: multiply the recursion by $P_iP_m$, then subtract the induction hypothesis. The tactic does not search for the coefficients; they are the content of the calculation by hand.

```lean
/-- If `r 1, ..., r k` are nonzero, every solution `a` of the recursion
`a (i + 1) * r (i + 1) + a i * r (k - i) = 0` for `i < k` satisfies `a (k - i) = (-1) ^ k * a i` for
`i ≤ k`. -/
theorem recursion_exchange {K : Type*} [Field K] {r a : ℕ → K} {k : ℕ}
    (hr : ∀ i, 1 ≤ i → i ≤ k → r i ≠ 0)
    (h : ∀ i, i < k → a (i + 1) * r (i + 1) + a i * r (k - i) = 0)
    (i : ℕ) (hi : i ≤ k) : a (k - i) = (-1) ^ k * a i := by
  obtain ⟨m, rfl⟩ := Nat.exists_eq_add_of_le hi
  rw [Nat.add_sub_cancel_left]
  -- the closed form at `i` and at its mirror image `m` has the same products
  have e1 := recursion_closed_form h i m rfl
  have e2 := recursion_closed_form h m i (by omega)
  have sq : (-1 : K) ^ i * (-1) ^ i = 1 := by
    rw [← mul_pow]; simp
  have sgn : (-1 : K) ^ (i + m) * (-1) ^ i = (-1) ^ m := by
    rw [pow_add]
    linear_combination (-1 : K) ^ m * sq
  apply mul_right_cancel₀ (mul_ne_zero (ladderProd_ne_zero hr hi)
    (ladderProd_ne_zero hr (show m ≤ i + m by omega)))
  linear_combination e2 - (-1 : K) ^ (i + m) * e1 - a 0 * ladderProd r (i + m) * sgn
```

This is the exchange rule $a_{k-i}=(-1)^ka_i$ for $0\le i\le k$. Write $m=k-i$ and use the closed form at $i$ and at $m$:
$$a_iP_iP_m=(-1)^ia_0P_k,\qquad a_mP_mP_i=(-1)^ma_0P_k.$$
Multiply the first equation by $(-1)^k$. Since $(-1)^{k+i}=(-1)^m$, the right-hand sides agree, so $a_mP_mP_i=(-1)^ka_iP_iP_m$. The products are nonzero and cancel, which is the job of `mul_right_cancel₀`.

## Two equal angular momenta

```lean
/-- Matrix element of the raising operator of an angular momentum `n / 2`, from the state `i`
steps below the top to the one `i - 1` steps below it, for `1 ≤ i ≤ n` and in units of `ħ`. -/
def ladder (n i : ℕ) : ℂ := (Real.sqrt ((i : ℝ) * (n + 1 - i)) : ℝ)
```

The matrix element is $r_i=\sqrt{i(n+1-i)}$. It is the usual $\sqrt{(j-m)(j+m+1)}$ with $j=n/2$ and $m=n/2-i$.

```lean
/-- The raising operator has nonzero matrix elements below the top state. -/
theorem ladder_ne_zero {n i : ℕ} (h1 : 1 ≤ i) (h2 : i ≤ n) : ladder n i ≠ 0 := by
  have a : (1 : ℝ) ≤ i := by exact_mod_cast h1
  have b : (i : ℝ) ≤ n := by exact_mod_cast h2
  have c : 0 < (i : ℝ) * (n + 1 - i) := mul_pos (by linarith) (by linarith)
  exact Complex.ofReal_ne_zero.mpr (Real.sqrt_pos.mpr c).ne'
```

For $1\le i\le n$ both factors under the root are positive, so $r_i\neq0$.

```lean
/-- Total `J_z` of two angular momenta `n / 2`; the amplitude `ψ i j` belongs to the projections
`n / 2 - i` and `n / 2 - j`. -/
def totalJz (n : ℕ) (ψ : ℕ → ℕ → ℂ) (i j : ℕ) : ℂ := ((n : ℂ) - i - j) * ψ i j
```

The total projection acts by multiplication:
$$(J_z\psi)_{ij}=(n-i-j)\,\psi_{ij}.$$

```lean
/-- Total raising operator of two angular momenta `n / 2`, acting on amplitudes. -/
def totalRaise (n : ℕ) (ψ : ℕ → ℕ → ℂ) (i j : ℕ) : ℂ :=
  ladder n (i + 1) * ψ (i + 1) j + ladder n (j + 1) * ψ i (j + 1)
```

The total raising operator raises either particle:
$$(J_+\psi)_{ij}=r_{i+1}\psi_{i+1,j}+r_{j+1}\psi_{i,j+1}.$$

```lean
/-- `ψ` has total projection `J` and is annihilated by the total raising operator. -/
def IsHighestWeight (n J : ℕ) (ψ : ℕ → ℕ → ℂ) : Prop :=
  (∀ i j, totalJz n ψ i j = J * ψ i j) ∧ ∀ i j, totalRaise n ψ i j = 0
```

A highest-weight state satisfies $J_z\psi=J\psi$ and $J_+\psi=0$. The operator of the squared total angular momentum is $\mathbf J^2=J_-J_++J_z^2+J_z$, so these conditions give $\mathbf J^2\psi=J(J+1)\psi$, which is total angular momentum $J$ in the usual sense. The definition admits $\psi=0$; nonzero states are demanded later, where existence is at stake.

```lean
/-- A nonzero amplitude of a highest-weight state has projections that add up to `J`. -/
theorem IsHighestWeight.support {n J : ℕ} {ψ : ℕ → ℕ → ℂ} (hψ : IsHighestWeight n J ψ)
    {i j : ℕ} (h0 : ψ i j ≠ 0) : i + j + J = n := by
  have h : (n : ℂ) - i - j = J := mul_right_cancel₀ h0 (hψ.1 i j)
  have h' : ((i + j + J : ℕ) : ℂ) = (n : ℂ) := by
    push_cast
    linear_combination -h
  exact_mod_cast h'
```

If $\psi_{ij}\neq0$, then $(n-i-j)\psi_{ij}=J\psi_{ij}$ gives $i+j+J=n$. The indices range over all natural numbers in Lean, but this condition confines nonzero amplitudes to $i,j\le n$, the physical basis.

```lean
/-- Exchanging two equal angular momenta `n / 2` multiplies a highest-weight state of total
angular momentum `J` by `(-1) ^ (n + J)`. -/
theorem IsHighestWeight.exchange {n J : ℕ} {ψ : ℕ → ℕ → ℂ} (hψ : IsHighestWeight n J ψ)
    (i j : ℕ) : ψ j i = (-1) ^ (n + J) * ψ i j := by
  by_cases hk : i + j + J = n
  · -- on the line of fixed projection, `J₊ ψ = 0` is the recursion
    have h : ∀ m, m < i + j → ψ (m + 1) (i + j - (m + 1)) * ladder n (m + 1)
        + ψ m (i + j - m) * ladder n (i + j - m) = 0 := by
      intro m hm
      have e := hψ.2 m (i + j - (m + 1))
      unfold totalRaise at e
      rw [show i + j - (m + 1) + 1 = i + j - m by omega] at e
      linear_combination e
    have key := recursion_exchange (r := ladder n) (a := fun m => ψ m (i + j - m))
      (fun m h1 h2 => ladder_ne_zero h1 (by omega)) h i (by omega)
    have e1 : i + j - i = j := by omega
    have e2 : i + j - j = i := by omega
    simp only [e1, e2] at key
    have sgn : (-1 : ℂ) ^ (n + J) = (-1) ^ (i + j) := by
      rw [show n + J = i + j + 2 * J by omega, pow_add _ (i + j) (2 * J), pow_mul,
        neg_one_sq, one_pow, mul_one]
    rw [sgn]
    exact key
  · have h1 : ψ i j = 0 := by_contra fun h => hk (hψ.support h)
    have h2 : ψ j i = 0 := by_contra fun h => hk (by have := hψ.support h; omega)
    rw [h1, h2, mul_zero]
```

The claim is $\psi_{ji}=(-1)^{n+J}\psi_{ij}$. If $i+j+J\neq n$, both amplitudes vanish. Otherwise set $k=i+j=n-J$ and $a_m=\psi_{m,k-m}$. For $0\le m<k$, the condition $J_+\psi=0$ at the index pair $(m,k-m-1)$ reads
$$r_{m+1}a_{m+1}+r_{k-m}a_m=0,$$
which is the recursion. The exchange rule gives $\psi_{ji}=a_{k-i}=(-1)^ka_i=(-1)^k\psi_{ij}$, and $n+J=k+2J$ has the parity of $k$. In Lean, `by_cases` separates the two situations and `omega` settles the index arithmetic.

```lean
/-- Explicit amplitudes of the state with total angular momentum and projection `J`, not
normalised, for `J ≤ n`. -/
def topState (n J i j : ℕ) : ℂ :=
  if i + j + J = n then (-1) ^ i / (ladderProd (ladder n) i * ladderProd (ladder n) j) else 0
```

For $i+j+J=n$ the explicit amplitude is $(-1)^i/(P_iP_j)$; elsewhere it is zero. With $k=n-J\ge0$, the normalised state is obtained on dividing by
$$\Big(\sum_{i=0}^{k}\frac{1}{(P_iP_{k-i})^2}\Big)^{1/2}.$$
For two spins with $J=0$ this gives $(\uparrow\downarrow-\downarrow\uparrow)/\sqrt2$. For two $p$ electrons with $L=0$, the normalised amplitudes $\psi_{02},\psi_{11},\psi_{20}$ are $1/\sqrt3,-1/\sqrt3,1/\sqrt3$.

```lean
/-- The explicit amplitudes form a highest-weight state. -/
theorem topState_isHighestWeight (n J : ℕ) : IsHighestWeight n J (topState n J) := by
  constructor
  · intro i j
    unfold totalJz topState
    split_ifs with h
    · have e : (n : ℂ) = i + j + J := by exact_mod_cast h.symm
      rw [e]
      ring
    · simp
  · intro i j
    unfold totalRaise topState
    by_cases h : i + 1 + j + J = n
    · have ps : ∀ m, ladderProd (ladder n) (m + 1) = ladderProd (ladder n) m * ladder n (m + 1) :=
        fun m => Finset.prod_range_succ _ _
      have hi : ladder n (i + 1) ≠ 0 := ladder_ne_zero (by omega) (by omega)
      have hj : ladder n (j + 1) ≠ 0 := ladder_ne_zero (by omega) (by omega)
      have pi := ladderProd_ne_zero (fun _ => ladder_ne_zero) (show i ≤ n by omega)
      have pj := ladderProd_ne_zero (fun _ => ladder_ne_zero) (show j ≤ n by omega)
      rw [if_pos h, if_pos (show i + (j + 1) + J = n by omega), ps, ps, pow_succ]
      field_simp
      ring
    · rw [if_neg h, if_neg (show ¬ i + (j + 1) + J = n by omega)]
      simp
```

The $J_z$ condition holds because the amplitudes live on $i+j+J=n$. For $J_+$, take $i+1+j+J=n$. The two contributions are
$$\frac{(-1)^{i+1}r_{i+1}}{P_{i+1}P_j}+\frac{(-1)^ir_{j+1}}{P_iP_{j+1}}=\frac{(-1)^{i+1}+(-1)^i}{P_iP_j}=0.$$
For other index pairs both contributions are zero. Lean clears the denominators with `field_simp` and finishes with `ring`.

## Orbit, spin and the Pauli principle

```lean
/-- `Ψ i σ j τ` (orbital and spin index of electron 1, then of electron 2) is a state of `l²` with
total `L` and `S`, both at their highest projection. -/
def IsTermState (l L S : ℕ) (Ψ : ℕ → ℕ → ℕ → ℕ → ℂ) : Prop :=
  (∀ σ τ, IsHighestWeight (2 * l) L fun i j => Ψ i σ j τ) ∧
    ∀ i j, IsHighestWeight 1 S fun σ τ => Ψ i σ j τ
```

The amplitude $\Psi_{i\sigma j\tau}$ has orbital index $i$ and spin index $\sigma$ for electron 1, and $j$ and $\tau$ for electron 2. At fixed spin indices it must be a highest-weight state of total $L$ in the orbital indices; at fixed orbital indices, one of total $S$ in the spin indices. The definition does not assume a product of an orbital and a spin function, but every such $\Psi$ is one, because the highest-weight states for given $L$, and for given $S$, are unique up to a factor.

The remaining projections of a term follow by the usual lowering operators, which the file does not define. They treat both electrons alike and so preserve the exchange sign.

```lean
/-- The Pauli principle: exchanging the two electrons reverses the sign. -/
def IsAntisymmetric (Ψ : ℕ → ℕ → ℕ → ℕ → ℂ) : Prop :=
  ∀ i σ j τ, Ψ j τ i σ = -Ψ i σ j τ
```

Antisymmetry is $\Psi_{j\tau i\sigma}=-\Psi_{i\sigma j\tau}$. It is postulated here as the condition that identical fermions obey, with each electron's orbital and spin labels exchanged together.

```lean
/-- Exchanging the electrons multiplies a state of `l²` with total `L` and `S`, at highest
projections, by `(-1) ^ (L + S + 1)`. -/
theorem IsTermState.exchange {l L S : ℕ} {Ψ : ℕ → ℕ → ℕ → ℕ → ℂ} (hΨ : IsTermState l L S Ψ)
    (i σ j τ : ℕ) : Ψ j τ i σ = (-1) ^ (L + S + 1) * Ψ i σ j τ := by
  -- first exchange the orbital indices, then the spin indices
  have h1 : Ψ j τ i σ = (-1) ^ (2 * l + L) * Ψ i τ j σ := (hΨ.1 τ σ).exchange i j
  have h2 : Ψ i τ j σ = (-1) ^ (1 + S) * Ψ i σ j τ := (hΨ.2 i j).exchange σ τ
  have s : (-1 : ℂ) ^ (2 * l) = 1 := by rw [pow_mul, neg_one_sq, one_pow]
  rw [h1, h2, pow_add _ (2 * l) L, s]
  ring
```

Exchange the orbital indices first, then the spin indices:
$$\Psi_{j\tau i\sigma}=(-1)^{2l+L}\Psi_{i\tau j\sigma}=(-1)^{2l+L}(-1)^{1+S}\Psi_{i\sigma j\tau}=(-1)^{L+S+1}\Psi_{i\sigma j\tau}.$$
The Lean equations `h1` and `h2` are these two exchanges.

```lean
/-- Terms of `l²`: a nonzero antisymmetric two-electron state with total `L` and `S`, at highest
projections, exists exactly when `L ≤ 2 l`, `S ≤ 1` and `L + S` is even. -/
theorem term_allowed_iff (l L S : ℕ) :
    (∃ Ψ, Ψ ≠ 0 ∧ IsTermState l L S Ψ ∧ IsAntisymmetric Ψ) ↔
      L ≤ 2 * l ∧ S ≤ 1 ∧ Even (L + S) := by
  constructor
  · rintro ⟨Ψ, hne, hT, hA⟩
    have hex : ∃ i σ j τ, Ψ i σ j τ ≠ 0 := by
      by_contra h
      apply hne
      funext i σ j τ
      by_contra h'
      exact h ⟨i, σ, j, τ, h'⟩
    obtain ⟨i, σ, j, τ, h0⟩ := hex
    have hL := (hT.1 σ τ).support h0
    have hS := (hT.2 i j).support h0
    refine ⟨by omega, by omega, ?_⟩
    by_contra hodd
    -- for odd `L + S` the state is symmetric as well, hence zero
    have h := hT.exchange i σ j τ
    rw [(Nat.not_even_iff_odd.mp hodd).add_one.neg_one_pow, one_mul] at h
    exact h0 (by linear_combination (1 / 2 : ℂ) * hA i σ j τ - (1 / 2 : ℂ) * h)
  · rintro ⟨hL, hS, hE⟩
    have nz : ∀ n J, J ≤ n → topState n J 0 (n - J) ≠ 0 := by
      intro n J hJ
      unfold topState
      rw [if_pos (by omega)]
      exact div_ne_zero (by simp) (mul_ne_zero
        (ladderProd_ne_zero (fun _ => ladder_ne_zero) (Nat.zero_le n))
        (ladderProd_ne_zero (fun _ => ladder_ne_zero) (Nat.sub_le n J)))
    -- the product of an orbital and a spin state
    have hT : IsTermState l L S
        (fun i σ j τ => topState (2 * l) L i j * topState 1 S σ τ) := by
      refine ⟨fun σ τ => ⟨fun i j => ?_, fun i j => ?_⟩,
        fun i j => ⟨fun σ τ => ?_, fun σ τ => ?_⟩⟩
      · have h := (topState_isHighestWeight (2 * l) L).1 i j
        simp only [totalJz] at h ⊢
        linear_combination topState 1 S σ τ * h
      · have h := (topState_isHighestWeight (2 * l) L).2 i j
        simp only [totalRaise] at h ⊢
        linear_combination topState 1 S σ τ * h
      · have h := (topState_isHighestWeight 1 S).1 σ τ
        simp only [totalJz] at h ⊢
        linear_combination topState (2 * l) L i j * h
      · have h := (topState_isHighestWeight 1 S).2 σ τ
        simp only [totalRaise] at h ⊢
        linear_combination topState (2 * l) L i j * h
    refine ⟨_, fun h => ?_, hT, fun i σ j τ => ?_⟩
    · exact mul_ne_zero (nz _ _ hL) (nz _ _ hS)
        (congrFun (congrFun (congrFun (congrFun h 0) 0) (2 * l - L)) (1 - S))
    · have h := hT.exchange i σ j τ
      rw [hE.add_one.neg_one_pow, neg_one_mul] at h
      exact h

end

end TwoElectronTerms
```

The symbol `↔` means "exactly when", so there are two directions to prove.

Suppose first that a nonzero antisymmetric $\Psi$ exists, and pick a nonzero amplitude. Its indices satisfy $i+j+L=2l$ and $\sigma+\tau+S=1$, hence $L\le2l$ and $S\le1$. If $L+S$ were odd, exchange would give $\Psi_{j\tau i\sigma}=\Psi_{i\sigma j\tau}$, while antisymmetry gives the opposite sign. The chosen amplitude would then be zero, a contradiction.

Conversely, given the three conditions, multiply the explicit orbital state by the explicit spin state. Each factor satisfies its own highest-weight conditions, and the other factor is a constant there. The product is nonzero at $i=\sigma=0$, $j=2l-L$, $\tau=1-S$. Since $L+S+1$ is odd, the exchange sign is $-1$, as required.

For $s^2$ this leaves only $^1S$; for $p^2$ it gives $^1S$, $^3P$ and $^1D$.

```lean
#print axioms TwoElectronTerms.term_allowed_iff
```

```
'TwoElectronTerms.term_allowed_iff' depends on axioms: [propext, Classical.choice, Quot.sound]
```
